# Particle-number commutators of a quadratic fermion Hamiltonian with a pairing source

## Checking the drift of the particle number

When a mean-field model of a superconductor is propagated in time with a prescribed pairing field, the mean particle number $\langle N\rangle$ can drift. Its rate of change $d\langle N\rangle/dt$ can be compared at each step with a quantity computed from the instantaneous state, $4\,\mathrm{Im}\langle P\rangle$ in units with $\hbar=1$, where $P$ is the term that creates pairs. A mismatch beyond the time-step error points to a fault in the propagation or in the evaluation of $\langle N\rangle$ or $\langle P\rangle$. A wrong pairing matrix used consistently in both calculations goes unnoticed. The comparison rests on a commutator identity for non-interacting fermions in finitely many modes.

## Hopping and pairs from a condensate

Let $c_x$ annihilate a fermion in mode $x$, and let $c_x^*$ be its adjoint. Write $[a,b]=ab-ba$ and $\{a,b\}=ab+ba$. The canonical relations, which encode Pauli exclusion and exchange antisymmetry, are

$$\{c_x,c_y\}=0,\qquad \{c_x,c_y^*\}=\delta_{xy}.$$

Define

$$N=\sum_x c_x^*c_x,\quad K=\sum_{x,y}h_{xy}c_x^*c_y,\quad P=\sum_{x,y}D_{xy}c_x^*c_y^*,\quad H=K+P+P^*.$$

The matrix $h$ holds hopping amplitudes and on-site energies. The matrix $D$ gives the amplitudes with which a condensate, treated as a fixed reservoir, supplies pairs. Many texts write $\tfrac12\sum\Delta_{xy}c_x^*c_y^*$ with $\Delta$ antisymmetric; that is $D=\Delta/2$ here.

## The identities and the conservation criterion

For all complex matrices $h$ and $D$,

$$i[H,N]=-2i(P-P^*),\qquad [N,[N,H]]=4(P+P^*).$$

If $1\neq0$ in the algebra, then $[H,N]=0$ exactly when $D_{xy}=D_{yx}$ for all $x,y$. Only the antisymmetric part of $D$ creates pairs. In the convention $D=\Delta/2$ with $\Delta$ antisymmetric, the criterion therefore reads $\Delta=0$. Hermiticity of $h$ plays no role in these statements; it serves to make $H$ self-adjoint.

## Counting the charge of each term

The adjoint of the first canonical relation is $\{c_x^*,c_y^*\}=0$. Hence

$$[c_x^*c_x,c_y^*]=c_x^*\{c_x,c_y^*\}-\{c_x^*,c_y^*\}c_x=\delta_{xy}c_x^*.$$

Summing over $x$ gives $[N,c_y^*]=c_y^*$. Since $N^*=N$, taking adjoints gives $[N,c_y]=-c_y$.

The product rule $[N,ab]=[N,a]b+a[N,b]$ now yields

$$[N,c_x^*c_y]=c_x^*c_y-c_x^*c_y=0,\qquad [N,c_x^*c_y^*]=2c_x^*c_y^*.$$

So $[N,K]=0$ and $[N,P]=2P$, and the adjoint of the latter is $[N,P^*]=-2P^*$. Therefore

$$[N,H]=2(P-P^*),\qquad [N,[N,H]]=2(2P+2P^*)=4(P+P^*).$$

Reversing the first commutator and multiplying by $i$ gives the other identity.

## When the source vanishes

For a fixed mode $a$,

$$[c_a,c_x^*c_y^*]=\{c_a,c_x^*\}c_y^*-c_x^*\{c_a,c_y^*\}=\delta_{ax}c_y^*-\delta_{ay}c_x^*.$$

Weighting by $D_{xy}$ and summing,

$$[c_a,P]=\sum_y(D_{ay}-D_{ya})c_y^*,\qquad \{c_b,[c_a,P]\}=(D_{ab}-D_{ba})1.$$

If $P=0$, the right-hand side vanishes, so $D$ is symmetric. Conversely, if $D$ is symmetric, exchanging the summation labels gives

$$P=\sum_{x,y}D_{yx}c_y^*c_x^*=-\sum_{x,y}D_{xy}c_x^*c_y^*=-P,$$

and $P=0$.

If $[H,N]=0$, the two identities give $P-P^*=0$ and $P+P^*=0$, hence $P=0$. If $P=0$, then $P^*=0$ and $[N,H]=0$. Conservation is thus equivalent to $P=0$, and so to the symmetry of $D$.

## The same count with a two-body interaction

Add $V=\sum_{x,y}U_{xy}c_x^*c_y^*c_yc_x$ to $H$. Each product has two creators and two annihilators, so the product rule gives $[N,V]=0$. Both identities and the criterion then hold for $H+V$ with the same $P$. This extension is argued here in prose and has no theorem in the Lean code.

## The Lean file

```lean
import Mathlib

open Matrix

namespace PairingSource

noncomputable section

variable {ι A : Type*} [Fintype ι] [DecidableEq ι] [Ring A] [StarRing A] [Algebra ℂ A]

/-- The commutator `[a, b] = ab - ba`. -/
def comm {A : Type*} [Ring A] (a b : A) : A := a * b - b * a

/-- The canonical anticommutation relations for annihilation operators `c x`,
with creation operators `star (c x)`. -/
structure IsCAR (c : ι → A) : Prop where
  anni : ∀ x y, c x * c y + c y * c x = 0
  mixed : ∀ x y, c x * star (c y) + star (c y) * c x = if x = y then 1 else 0

/-- The total number operator `N = ∑ c*_x c_x`. -/
def number (c : ι → A) : A := ∑ x, star (c x) * c x

/-- The hopping term `K = ∑ h_xy c*_x c_y`. -/
def hopping (h : Matrix ι ι ℂ) (c : ι → A) : A :=
  ∑ x, ∑ y, h x y • (star (c x) * c y)

/-- The pairing source `P = ∑ D_xy c*_x c*_y`. -/
def pairing (D : Matrix ι ι ℂ) (c : ι → A) : A :=
  ∑ x, ∑ y, D x y • (star (c x) * star (c y))

/-- The Hamiltonian `H = K + P + P*`. -/
def hamiltonian (h D : Matrix ι ι ℂ) (c : ι → A) : A :=
  hopping h c + pairing D c + star (pairing D c)

omit [StarRing A] [Algebra ℂ A] in
private lemma comm_mul_right (a b d : A) :
    comm a (b * d) = comm a b * d + b * comm a d := by
  simp only [comm]
  noncomm_ring

omit [DecidableEq ι] [StarRing A] in
private lemma comm_sum (a : A) (M : Matrix ι ι ℂ) (f : ι → ι → A) :
    comm a (∑ x, ∑ y, M x y • f x y) = ∑ x, ∑ y, M x y • comm a (f x y) := by
  simp only [comm, Finset.mul_sum, Finset.sum_mul, mul_smul_comm, smul_mul_assoc,
    smul_sub, Finset.sum_sub_distrib]

omit [DecidableEq ι] [Algebra ℂ A] in
private lemma number_star (c : ι → A) : star (number c) = number c := by
  simp only [number, star_sum, star_mul, star_star]

omit [Fintype ι] [Algebra ℂ A] in
private lemma create_anticomm {c : ι → A} (hc : IsCAR c) (x y : ι) :
    star (c x) * star (c y) + star (c y) * star (c x) = 0 := by
  rw [← star_mul, ← star_mul, ← star_add, hc.anni, star_zero]

omit [Algebra ℂ A] in
/-- Under the canonical anticommutation relations, a creation operator raises the total number by
one: `[N, c*_y] = c*_y`. -/
theorem number_comm_create {c : ι → A} (hc : IsCAR c) (y : ι) :
    comm (number c) (star (c y)) = star (c y) := by
  -- each mode contributes through anticommutators only
  have key : ∀ x, star (c x) * c x * star (c y) - star (c y) * (star (c x) * c x)
      = if x = y then star (c x) else 0 := by
    intro x
    calc _ = star (c x) * (c x * star (c y) + star (c y) * c x)
          - (star (c x) * star (c y) + star (c y) * star (c x)) * c x := by noncomm_ring
      _ = _ := by
        rw [hc.mixed x y, create_anticomm hc x y, zero_mul, sub_zero, mul_ite, mul_one,
          mul_zero]
  simp only [comm, number, Finset.sum_mul, Finset.mul_sum, ← Finset.sum_sub_distrib, key]
  simp

omit [Algebra ℂ A] in
/-- Under the canonical anticommutation relations, an annihilation operator lowers the total number
by one: `[N, c_y] = -c_y`. -/
theorem number_comm_annihilate {c : ι → A} (hc : IsCAR c) (y : ι) :
    comm (number c) (c y) = -c y := by
  have h := congrArg star (number_comm_create hc y)
  simp only [comm, star_sub, star_mul, star_star, number_star] at h
  rw [comm, ← neg_sub, h]

/-- Under the canonical anticommutation relations, hopping conserves the total number: `[N, K] = 0`.
-/
theorem number_comm_hopping {c : ι → A} (hc : IsCAR c) (h : Matrix ι ι ℂ) :
    comm (number c) (hopping h c) = 0 := by
  rw [hopping, comm_sum]
  refine Finset.sum_eq_zero fun x _ => Finset.sum_eq_zero fun y _ => ?_
  rw [comm_mul_right, number_comm_create hc x, number_comm_annihilate hc y]
  simp

/-- Under the canonical anticommutation relations, the pairing source adds two particles:
`[N, P] = 2P`. -/
theorem number_comm_pairing {c : ι → A} (hc : IsCAR c) (D : Matrix ι ι ℂ) :
    comm (number c) (pairing D c) = (2 : ℂ) • pairing D c := by
  rw [pairing, comm_sum, Finset.smul_sum]
  refine Finset.sum_congr rfl fun x _ => ?_
  rw [Finset.smul_sum]
  refine Finset.sum_congr rfl fun y _ => ?_
  rw [comm_mul_right, number_comm_create hc x, number_comm_create hc y]
  module

private lemma number_comm_star_pairing {c : ι → A} (hc : IsCAR c) (D : Matrix ι ι ℂ) :
    comm (number c) (star (pairing D c)) = (-2 : ℂ) • star (pairing D c) := by
  have h := congrArg star (number_comm_pairing hc D)
  simp only [two_smul, comm, star_sub, star_mul, star_add, number_star] at h
  rw [comm, ← neg_sub, h]
  module

private lemma number_comm_hamiltonian {c : ι → A} (hc : IsCAR c) (h D : Matrix ι ι ℂ) :
    comm (number c) (hamiltonian h D c)
      = (2 : ℂ) • (pairing D c - star (pairing D c)) := by
  have split : comm (number c) (hamiltonian h D c) = comm (number c) (hopping h c)
      + comm (number c) (pairing D c) + comm (number c) (star (pairing D c)) := by
    simp only [comm, hamiltonian]
    noncomm_ring
  rw [split, number_comm_hopping hc, number_comm_pairing hc, number_comm_star_pairing hc]
  module

omit [DecidableEq ι] in
/-- If `star` conjugates complex scalars and the hopping matrix is Hermitian, the Hamiltonian with
its pairing source is self-adjoint. -/
theorem hamiltonian_selfAdjoint [StarModule ℂ A] {h : Matrix ι ι ℂ} (hh : h.IsHermitian)
    (D : Matrix ι ι ℂ) (c : ι → A) : star (hamiltonian h D c) = hamiltonian h D c := by
  have hK : star (hopping h c) = hopping h c := by
    calc star (hopping h c) = ∑ x, ∑ y, h y x • (star (c y) * c x) := by
          simp only [hopping, star_sum, star_smul, star_mul, star_star, hh.apply]
      _ = hopping h c := Finset.sum_comm
  simp only [hamiltonian, star_add, star_star, hK]
  abel

/-- For canonical fermion modes, `i[H, N] = -2i(P - P*)` and `[N, [N, H]] = 4(P + P*)`. -/
theorem pairing_source_identities {c : ι → A} (hc : IsCAR c) (h D : Matrix ι ι ℂ) :
    Complex.I • comm (hamiltonian h D c) (number c)
        = (-2 * Complex.I) • (pairing D c - star (pairing D c)) ∧
      comm (number c) (comm (number c) (hamiltonian h D c))
        = (4 : ℂ) • (pairing D c + star (pairing D c)) := by
  have hN := number_comm_hamiltonian hc h D
  constructor
  · have swap : comm (hamiltonian h D c) (number c)
        = -comm (number c) (hamiltonian h D c) := by simp only [comm, neg_sub]
    rw [swap, hN]
    module
  · -- the second commutator weighs P by 2 and P* by -2 once more
    have lin : comm (number c) ((2 : ℂ) • (pairing D c - star (pairing D c)))
        = (2 : ℂ) • (comm (number c) (pairing D c)
          - comm (number c) (star (pairing D c))) := by
      simp only [comm, mul_smul_comm, smul_mul_assoc, mul_sub, sub_mul]
      module
    rw [hN, lin, number_comm_pairing hc, number_comm_star_pairing hc]
    module

/-- Under the canonical anticommutation relations, the commutator of an annihilation operator with
the pairing source is a combination of creation operators: `[c_a, P] = ∑ (D_ay - D_ya) c*_y`. -/
theorem annihilate_comm_pairing {c : ι → A} (hc : IsCAR c) (D : Matrix ι ι ℂ) (a : ι) :
    comm (c a) (pairing D c) = ∑ y, (D a y - D y a) • star (c y) := by
  have key : ∀ x y, comm (c a) (star (c x) * star (c y))
      = (if a = x then star (c y) else 0) - (if a = y then star (c x) else 0) := by
    intro x y
    calc _ = (c a * star (c x) + star (c x) * c a) * star (c y)
          - star (c x) * (c a * star (c y) + star (c y) * c a) := by
          simp only [comm]
          noncomm_ring
      _ = _ := by
        simp only [hc.mixed, ite_mul, mul_ite, one_mul, mul_one, zero_mul, mul_zero]
  have s1 : ∑ x, ∑ y, D x y • (if a = x then star (c y) else 0)
      = ∑ y, D a y • star (c y) := by
    rw [Finset.sum_comm]
    simp
  have s2 : ∑ x, ∑ y, D x y • (if a = y then star (c x) else 0)
      = ∑ x, D x a • star (c x) := by simp
  rw [pairing, comm_sum]
  simp only [key, smul_sub, Finset.sum_sub_distrib, sub_smul]
  rw [s1, s2]

/-- For canonical fermion modes in a nontrivial algebra, the pairing source vanishes exactly when
`D` is symmetric. -/
theorem pairing_eq_zero_iff [Nontrivial A] {c : ι → A} (hc : IsCAR c)
    (D : Matrix ι ι ℂ) : pairing D c = 0 ↔ ∀ x y, D x y = D y x := by
  constructor
  · intro hP a b
    have e := annihilate_comm_pairing hc D a
    -- anticommuting with c_b picks out the difference D_ab - D_ba
    have t : (D a b - D b a) • (1 : A) = 0 := by
      calc _ = ∑ y, (D a y - D y a) • (c b * star (c y) + star (c y) * c b) := by
            simp only [hc.mixed, smul_ite, smul_zero, Finset.sum_ite_eq, Finset.mem_univ,
              if_true]
        _ = c b * (∑ y, (D a y - D y a) • star (c y))
            + (∑ y, (D a y - D y a) • star (c y)) * c b := by
            simp only [Finset.mul_sum, Finset.sum_mul, mul_smul_comm, smul_mul_assoc,
              smul_add, Finset.sum_add_distrib]
        _ = 0 := by
            rw [← e, hP]
            simp [comm]
    exact sub_eq_zero.mp ((smul_eq_zero.mp t).resolve_right one_ne_zero)
  · intro hD
    -- exchanging the two created particles reverses the sign
    have h2 : pairing D c = -pairing D c := by
      calc pairing D c = ∑ x, ∑ y, D y x • (star (c y) * star (c x)) := Finset.sum_comm
        _ = -pairing D c := by
          simp only [pairing, ← Finset.sum_neg_distrib]
          refine Finset.sum_congr rfl fun x _ => Finset.sum_congr rfl fun y _ => ?_
          rw [hD y x, eq_neg_of_add_eq_zero_left (create_anticomm hc y x), smul_neg]
    linear_combination (norm := module) (1 / 2 : ℂ) • h2

/-- For canonical fermion modes in a nontrivial algebra, `H` commutes with the total number exactly
when `D` is symmetric. -/
theorem number_conserved_iff [Nontrivial A] {c : ι → A} (hc : IsCAR c)
    (h D : Matrix ι ι ℂ) :
    comm (hamiltonian h D c) (number c) = 0 ↔ ∀ x y, D x y = D y x := by
  rw [← pairing_eq_zero_iff hc D]
  have hN := number_comm_hamiltonian hc h D
  have swap : comm (hamiltonian h D c) (number c)
      = -comm (number c) (hamiltonian h D c) := by simp only [comm, neg_sub]
  rw [swap, neg_eq_zero]
  constructor
  · intro hz
    have h2 := (pairing_source_identities hc h D).2
    rw [hz] at h2 hN
    simp only [comm, mul_zero, zero_mul, sub_zero] at h2
    -- P - P* and P + P* both vanish
    linear_combination (norm := module) (-(1 / 4) : ℂ) • hN - (1 / 8 : ℂ) • h2
  · intro hP
    rw [hN, hP, star_zero, sub_zero, smul_zero]

/-- Integer entries of the annihilation matrices of two fermion modes in the occupation
basis `00, 01, 10, 11`. -/
def modeTable : Fin 2 → Matrix (Fin 4) (Fin 4) ℤ :=
  ![!![0, 0, 1, 0; 0, 0, 0, 1; 0, 0, 0, 0; 0, 0, 0, 0],
    !![0, 1, 0, 0; 0, 0, 0, 0; 0, 0, 0, -1; 0, 0, 0, 0]]

/-- The annihilation matrices of two fermion modes, as complex matrices. -/
def twoModes (x : Fin 2) : Matrix (Fin 4) (Fin 4) ℂ :=
  (modeTable x).map (fun n : ℤ => (n : ℂ))

/-- The two-mode matrices satisfy the canonical anticommutation relations. -/
theorem isCAR_witness : IsCAR twoModes := by
  -- both relations are finite integer identities, entry by entry
  have d1 : ∀ (x y : Fin 2) (i j : Fin 4), ∑ k, modeTable x i k * modeTable y k j
      + ∑ k, modeTable y i k * modeTable x k j = 0 := by decide +kernel
  have d2 : ∀ (x y : Fin 2) (i j : Fin 4), ∑ k, modeTable x i k * modeTable y j k
      + ∑ k, modeTable y k i * modeTable x k j = if x = y ∧ i = j then 1 else 0 := by
    decide +kernel
  have hs : ∀ n : ℤ, star (n : ℂ) = (n : ℂ) := by
    intro n
    simp
  constructor
  · intro x y
    ext i j
    have e := congrArg (fun n : ℤ => (n : ℂ)) (d1 x y i j)
    simpa only [twoModes, Matrix.add_apply, Matrix.mul_apply, Matrix.map_apply,
      Matrix.zero_apply, Int.cast_add, Int.cast_sum, Int.cast_mul, Int.cast_zero] using e
  · intro x y
    ext i j
    have r : (if x = y then (1 : Matrix (Fin 4) (Fin 4) ℂ) else 0) i j
        = ((if x = y ∧ i = j then 1 else 0 : ℤ) : ℂ) := by
      by_cases hxy : x = y <;> by_cases hij : i = j <;> simp [Matrix.one_apply, hxy, hij]
    have e := congrArg (fun n : ℤ => (n : ℂ)) (d2 x y i j)
    rw [r]
    simpa only [twoModes, Matrix.add_apply, Matrix.mul_apply, Matrix.map_apply,
      Matrix.star_apply, hs, Int.cast_add, Int.cast_sum, Int.cast_mul] using e

end

end PairingSource
```

```lean
#print axioms PairingSource.number_comm_pairing
#print axioms PairingSource.hamiltonian_selfAdjoint
#print axioms PairingSource.number_conserved_iff
```

```
'PairingSource.number_comm_pairing' depends on axioms: [propext, Classical.choice, Quot.sound]
'PairingSource.hamiltonian_selfAdjoint' depends on axioms: [propext, Classical.choice, Quot.sound]
'PairingSource.number_conserved_iff' depends on axioms: [propext, Classical.choice, Quot.sound]
```

## Reading the definitions and hypotheses

The modes are indexed by a finite type `ι`, and the operators live in a complex algebra `A` with an adjoint `star`. `IsCAR c` assumes the two canonical relations. `number`, `hopping`, `pairing` and `hamiltonian` are the sums defined above, and `comm` is the commutator.

`pairing_source_identities` states both identities. `number_conserved_iff` is the criterion, with `[Nontrivial A]` expressing $1\neq0$. `hamiltonian_selfAdjoint` additionally assumes `StarModule ℂ A`, meaning that the adjoint conjugates complex coefficients, as it does for operators on a Hilbert space.

The matrix $D$ is given, not determined self-consistently. The step from the algebra to the drift of a real system is Heisenberg's equation $dN/dt=i[H,N]$, which is supplied by physics and not by the hypotheses.

## From anticommutators to the theorems

`create_anticomm` takes the adjoint of the first relation. In `number_comm_create`, the inner statement `key` is the single-mode calculation: `noncomm_ring` regroups the products into anticommutators, and the canonical relations evaluate them. `number_comm_annihilate` applies `star` to the result, using `number_star`.

`comm_mul_right` is the product rule, and `comm_sum` moves a commutator inside a double sum. With them, `number_comm_hopping` and `number_comm_pairing` work term by term. `number_comm_star_pairing` takes the adjoint, and `number_comm_hamiltonian` collects the three contributions. The main theorem applies $[N,\cdot\,]$ once more, with `module` handling the scalar coefficients.

`annihilate_comm_pairing` evaluates $[c_a,P]$; its sums `s1` and `s2` come from the two Kronecker deltas. `pairing_eq_zero_iff` then anticommutes with $c_b$ in one direction and proves $P=-P$ in the other. In `number_conserved_iff`, `linear_combination` adds the equations for $P-P^*$ and $P+P^*$ with weights that leave $P$.

Finally, `isCAR_witness` shows that the assumed relations are satisfied by explicit $4\times4$ matrices for two modes. The entry $-1$ in `modeTable` is the fermionic sign for removing the second particle past the first. The entries are integers, so `decide +kernel` checks the relations by computation before they are carried over to complex matrices.
